# The exchange map $r(x,y)=(f(y),g(x))$ satisfies the braid relation exactly when $f$ and $g$ commute

## When do two on-site maps give a Yang-Baxter solution?

A two-site update can be modelled as a function on classical two-site configurations or as a linear operator on their superpositions, and I would like to start from the first. Let $X$ be the set of states of one site, let $f,g:X\to X$ be any two maps, and let neighbouring entries be exchanged by $r(x,y)=(f(y),g(x))$. On three sites, write $r_{12}$ and $r_{23}$ for the update of the first and the last pair. I have seen it stated, under Lyubashenko's name, that
$$r_{12}\,r_{23}\,r_{12}=r_{23}\,r_{12}\,r_{23}$$
holds if and only if $f$ and $g$ commute. Can this be made rigorous and machine-checked, and does it survive the passage to quantum superpositions?

## Only the middle site distinguishes the two orders

Yes to both. With $r$ as a plain function, neither finiteness of $X$ nor invertibility of $f$ and $g$ is needed. Products act from right to left. The left-hand side gives
$$(x,y,z)\xrightarrow{r_{12}}(f(y),g(x),z)\xrightarrow{r_{23}}(f(y),f(z),g(g(x)))\xrightarrow{r_{12}}(f(f(z)),\,g(f(y)),\,g(g(x))),$$
and the right-hand side gives
$$(x,y,z)\xrightarrow{r_{23}}(x,f(z),g(y))\xrightarrow{r_{12}}(f(f(z)),g(x),g(y))\xrightarrow{r_{23}}(f(f(z)),\,f(g(y)),\,g(g(x))).$$

The outer entries always agree. The middle entries agree for every configuration exactly when $g(f(y))=f(g(y))$ for all $y$, which is commutation. If $X$ is empty, both conditions hold trivially.

### Five levels, and a pair of maps that fails

Take $X=\mathbb Z/5$, $f(x)=x+1$, $g(x)=x+2$, and start from $(0,3,4)$. The two orders give
$$(0,3,4)\to(4,2,4)\to(4,0,4)\to(1,1,4),$$
$$(0,3,4)\to(0,0,0)\to(1,2,0)\to(1,1,4).$$

For bits, let $f$ be the flip and $g$ the reset to $1$. From $(1,1,1)$ the first order ends in $(1,1,1)$ and the second in $(1,0,1)$. The middle bit records the difference between $g(f(1))=1$ and $f(g(1))=0$.

### Reversibility, superpositions and a chain

Applying $r$ twice gives $r(r(x,y))=(f(g(x)),g(f(y)))$. This is $(x,y)$ for every pair exactly when $f$ and $g$ are inverse to each other.

If $f$ and $g$ are bijections, $r(x,y)=(u,v)$ has the unique solution $x=g^{-1}(v)$, $y=f^{-1}(u)$. Conversely, let $r$ be a bijection. If $f(a)=f(b)$, then $r(a,a)=r(a,b)$, so $a=b$; if $g(a)=g(b)$, then $r(a,a)=r(b,a)$, so again $a=b$. A preimage $(p,q)$ of $(y,y)$ satisfies $f(q)=y$ and $g(p)=y$, so both maps are surjective.

For superpositions, extend a configuration map $t$ linearly by $U_t|c\rangle=|t(c)\rangle$. Then $U_sU_t=U_{s\circ t}$. If $U_s=U_t$, acting on $|c\rangle$ gives $|s(c)\rangle=|t(c)\rangle$, hence $s(c)=t(c)$. The operator braid relation is therefore equivalent to the classical one, and so to commutation.

On a longer chain, two successive bonds involve three sites, where the calculation above applies, and all other sites stay fixed. Updates on bonds with no common site read and write different entries, so they commute for any $f$ and $g$.

### The Lean file

```lean
import Mathlib

open Function

namespace LyubashenkoYangBaxter

variable {X : Type*}

/-- The two-site update `r(x, y) = (f y, g x)`: the entries are exchanged, and `f` or `g` acts
on each as it moves. -/
def lyubashenko (f g : X → X) (p : X × X) : X × X := (f p.2, g p.1)

/-- The update `r12`: a two-site map acting on the first two of three sites. -/
def onFirst (r : X × X → X × X) (p : X × X × X) : X × X × X :=
  ((r (p.1, p.2.1)).1, (r (p.1, p.2.1)).2, p.2.2)

/-- The update `r23`: a two-site map acting on the last two of three sites. -/
def onLast (r : X × X → X × X) (p : X × X × X) : X × X × X := (p.1, r p.2)

/-- The set-theoretic Yang-Baxter equation in braid form, `r12 r23 r12 = r23 r12 r23`. -/
def IsBraided (r : X × X → X × X) : Prop :=
  onFirst r ∘ onLast r ∘ onFirst r = onLast r ∘ onFirst r ∘ onLast r

/-- The map `r(x, y) = (f y, g x)` solves the set-theoretic Yang-Baxter equation if and only if
`f` and `g` commute. -/
theorem isBraided_iff_commute (f g : X → X) :
    IsBraided (lyubashenko f g) ↔ Function.Commute f g := by
  constructor
  · intro h y
    -- compare the middle entries of the two triple products
    have h2 := congrArg (fun p : X × X × X => p.2.1) (congrFun h (y, y, y))
    exact h2.symm
  · intro h
    have hc : ∀ x, f (g x) = g (f x) := h
    unfold IsBraided
    funext ⟨x, y, z⟩
    -- the outer entries agree for any `f` and `g`
    show (f (f z), g (f y), g (g x)) = (f (f z), f (g y), g (g x))
    rw [hc y]

/-- Applying the two-site update twice restores every configuration if and only if `f` and `g`
are inverse to each other. -/
theorem involutive_iff (f g : X → X) :
    Involutive (lyubashenko f g) ↔ LeftInverse f g ∧ RightInverse f g := by
  constructor
  · intro h
    exact ⟨fun x => congrArg Prod.fst (h (x, x)), fun x => congrArg Prod.snd (h (x, x))⟩
  · rintro ⟨h1, h2⟩ ⟨x, y⟩
    exact Prod.ext (h1 x) (h2 y)

/-- The two-site update is a bijection of the configurations if and only if both `f` and `g`
are bijections. -/
theorem bijective_iff (f g : X → X) :
    Bijective (lyubashenko f g) ↔ Bijective f ∧ Bijective g := by
  constructor
  · rintro ⟨hi, hs⟩
    refine ⟨⟨fun a b hab => ?_, fun y => ?_⟩, ⟨fun a b hab => ?_, fun y => ?_⟩⟩
    · have h : lyubashenko f g (a, a) = lyubashenko f g (a, b) := Prod.ext hab rfl
      exact congrArg Prod.snd (hi h)
    · obtain ⟨p, hp⟩ := hs (y, y)
      exact ⟨p.2, congrArg Prod.fst hp⟩
    · have h : lyubashenko f g (a, a) = lyubashenko f g (b, a) := Prod.ext rfl hab
      exact congrArg Prod.fst (hi h)
    · obtain ⟨p, hp⟩ := hs (y, y)
      exact ⟨p.1, congrArg Prod.snd hp⟩
  · rintro ⟨hf, hg⟩
    constructor
    · intro p q h
      exact Prod.ext (hg.1 (congrArg Prod.snd h)) (hf.1 (congrArg Prod.fst h))
    · rintro ⟨u, v⟩
      obtain ⟨y, hy⟩ := hf.2 u
      obtain ⟨x, hx⟩ := hg.2 v
      exact ⟨(x, y), Prod.ext hy hx⟩

/-- The linear operator on finite complex superpositions of configurations that sends each basis
state `|c⟩` to `|t c⟩`. -/
noncomputable def gate {C : Type*} (t : C → C) : (C →₀ ℂ) →ₗ[ℂ] (C →₀ ℂ) :=
  Finsupp.lmapDomain ℂ ℂ t

/-- Two classical updates with the same linear operator are equal. -/
theorem gate_injective {C : Type*} : Injective (gate : (C → C) → _) := by
  intro s t h
  funext c
  -- test the operators on the basis state `|c⟩`
  have hc := LinearMap.congr_fun h (Finsupp.single c 1)
  simp only [gate, Finsupp.lmapDomain_apply, Finsupp.mapDomain_single] at hc
  exact Finsupp.single_left_injective (one_ne_zero : (1 : ℂ) ≠ 0) hc

/-- The linear operators of `r12` and `r23` on three-site superpositions satisfy the braid
relation if and only if `f` and `g` commute. -/
theorem gate_braid_iff_commute (f g : X → X) :
    gate (onFirst (lyubashenko f g)) ∘ₗ gate (onLast (lyubashenko f g)) ∘ₗ
        gate (onFirst (lyubashenko f g)) =
      gate (onLast (lyubashenko f g)) ∘ₗ gate (onFirst (lyubashenko f g)) ∘ₗ
        gate (onLast (lyubashenko f g)) ↔ Function.Commute f g := by
  have comp : ∀ s t : X × X × X → X × X × X, gate s ∘ₗ gate t = gate (s ∘ t) :=
    fun s t => (Finsupp.lmapDomain_comp ℂ ℂ t s).symm
  rw [comp, comp, comp, comp, ← isBraided_iff_commute]
  exact gate_injective.eq_iff

/-- The update of an infinite chain `s 0, s 1, s 2, …` that applies `r(x, y) = (f y, g x)` to the
sites `i` and `i + 1`. -/
def chainStep (f g : X → X) (i : ℕ) (s : ℕ → X) : ℕ → X := fun j =>
  if j = i then f (s (i + 1)) else if j = i + 1 then g (s i) else s j

/-- Updates on two bonds of the chain that share no site commute, for any `f` and `g`. -/
theorem chainStep_comm_of_far (f g : X → X) {i j : ℕ} (hij : i + 1 < j) :
    chainStep f g i ∘ chainStep f g j = chainStep f g j ∘ chainStep f g i := by
  funext s k
  simp only [chainStep, comp_apply]
  split_ifs <;> first | rfl | omega

/-- Updates on two adjacent bonds of the chain satisfy the braid relation if and only if `f` and
`g` commute. -/
theorem chainStep_braid_iff_commute (f g : X → X) (i : ℕ) :
    chainStep f g i ∘ chainStep f g (i + 1) ∘ chainStep f g i =
      chainStep f g (i + 1) ∘ chainStep f g i ∘ chainStep f g (i + 1) ↔
      Function.Commute f g := by
  have e1 : i + 1 + 1 ≠ i := by omega
  have e2 : i ≠ i + 1 + 1 := by omega
  constructor
  · intro h y
    -- a uniform chain, read off at the site shared by the two bonds
    have h1 := congrFun (congrFun h (fun _ => y)) (i + 1)
    simp [chainStep, e1, e2] at h1
    exact h1.symm
  · intro h
    have hc : ∀ x, f (g x) = g (f x) := h
    funext s k
    by_cases h0 : k = i
    · subst h0
      simp [chainStep, e1, e2]
    by_cases h1 : k = i + 1
    · subst h1
      simp [chainStep, hc, e1, e2]
    by_cases h2 : k = i + 1 + 1
    · subst h2
      simp [chainStep, e1, e2]
    · simp [chainStep, h0, h1, h2]

/-- On sites whose states are the integers modulo `N`, exchanging two entries while shifting them by
`a` and `b` solves the Yang-Baxter equation. -/
theorem cyclic_shift_isBraided (N : ℕ) (a b : ZMod N) :
    IsBraided (lyubashenko (fun x => x + a) (fun x => x + b)) :=
  (isBraided_iff_commute _ _).2 fun x => add_right_comm x b a

/-- On classical bits, taking `f` to be the bit flip and `g` the reset to `true` violates the
Yang-Baxter equation. -/
theorem flip_reset_not_isBraided :
    ¬ IsBraided (lyubashenko (fun b : Bool => !b) (fun _ => true)) := by
  intro h
  have h' : false = true := (isBraided_iff_commute _ _).1 h true
  exact Bool.false_ne_true h'

end LyubashenkoYangBaxter
```

```lean
#print axioms LyubashenkoYangBaxter.gate_braid_iff_commute
#print axioms LyubashenkoYangBaxter.chainStep_braid_iff_commute
#print axioms LyubashenkoYangBaxter.cyclic_shift_isBraided
#print axioms LyubashenkoYangBaxter.flip_reset_not_isBraided
```

```
'LyubashenkoYangBaxter.gate_braid_iff_commute' depends on axioms: [propext, Classical.choice, Quot.sound]
'LyubashenkoYangBaxter.chainStep_braid_iff_commute' depends on axioms: [propext, Classical.choice, Quot.sound]
'LyubashenkoYangBaxter.cyclic_shift_isBraided' depends on axioms: [propext, Quot.sound]
'LyubashenkoYangBaxter.flip_reset_not_isBraided' depends on axioms: [Quot.sound]
```

### What the Lean statements say

The type `X` is the set of states of one site, and `lyubashenko f g` is $r$. Lean reads `X × X × X` as `X × (X × X)`, so the three entries of `p` are `p.1`, `p.2.1` and `p.2.2`. The functions `onFirst r` and `onLast r` are $r_{12}$ and $r_{23}$, and `IsBraided r` says that the two triple products are equal as functions.

The main theorem, `isBraided_iff_commute`, equates this property with `Function.Commute f g`, meaning $f(g(x))=g(f(x))$ for all $x$. It has no hypothesis on `X`. The equation is the constant braid form: there is no spectral parameter, which many integrable lattice models require.

In the quantum version, `C →₀ ℂ` is the space of finite complex superpositions of configurations in `C`, and `gate t` is $U_t$. The theorem `gate_braid_iff_commute` extends the three-site maps $r_{12}$ and $r_{23}$ directly; it does not construct them as tensor products of a two-site operator with an identity. The file puts no inner product on this space and does not treat unitarity. If the basis states are taken to be orthonormal, $U_r$ is unitary exactly when $r$ is a bijection, that is, when $f$ and $g$ both are. For other maps the theorem still holds as a statement about linear operators, but $U_r$ is not a quantum gate. With the flip and reset above, for instance, $r(0,y)=r(1,y)$, so $U_r$ sends $|0,y\rangle-|1,y\rangle$ to zero. For quantum circuits, the result therefore gives a criterion for the braid relation among gates that permute the basis configurations without phases, in this one exchange family.

The chain is one-sided, with sites labelled by natural numbers. `chainStep f g i` updates sites $i$ and $i+1$ of a configuration `s : ℕ → X`. The hypothesis `i + 1 < j` in `chainStep_comm_of_far` says that bond $j$ lies to the right of bond $i$ and shares no site with it. The chain theorems concern classical configurations.

In `cyclic_shift_isBraided`, `ZMod N` is the set of integers modulo $N$: $N$ cyclic levels for $N\ge1$, and all the integers for $N=0$. `flip_reset_not_isBraided` is the failing bit example, with `true` for $1$.

### How the proofs follow the calculation

In `isBraided_iff_commute`, the forward direction evaluates the equality of functions at $(y,y,y)$ with `congrFun` and extracts the middle entry with `congrArg`. This yields $g(f(y))=f(g(y))$, and `h2.symm` turns it round to match the definition of commutation. The element $y$ comes from the statement being proved, which is why `X` need not be assumed nonempty. For the converse, `funext` takes an arbitrary triple, `show` displays the two results computed above, and `rw [hc y]` makes their middle entries equal.

The proof of `involutive_iff` reads off the two components of $r(r(x,x))=(x,x)$, and reassembles them with `Prod.ext` for the converse. `bijective_iff` uses the same test pairs as the argument above: $(a,a)$ against $(a,b)$ or $(b,a)$ for injectivity, and a preimage of $(y,y)$ for surjectivity.

`gate_injective` applies two equal operators to `Finsupp.single c 1`, the basis state $|c\rangle$, and compares the resulting basis states. In `gate_braid_iff_commute`, the local statement `comp` is $U_sU_t=U_{s\circ t}$. Four rewrites, two for each side, turn both sides into operators of single classical maps, and injectivity reduces the operator equation to `IsBraided`.

For distant bonds, `split_ifs` separates the possible positions of the observed site. Each case is either an identity, closed by `rfl`, or an impossible combination of positions, excluded by `omega`. For adjacent bonds, the forward direction uses a uniform chain with every entry equal to $y$ and observes the shared site $i+1$. The converse checks sites $i$, $i+1$ and $i+2$ separately and then all remaining sites; commutation enters only at $i+1$.

Both examples use the main equivalence. The shifts commute because $x+b+a=x+a+b$, while a braid relation for flip and reset would force `false = true`.
